# Linked and unlinked coupled-cluster equations agree when T does not lead into the projection manifold from outside

Q: A coupled-cluster singles-and-doubles program adjusts the amplitudes in $T$ until the singles and doubles components of $e^{-T}He^{T}\phi$ vanish, where $\phi$ is the reference determinant. The Schrödinger equation concerns $(H-E)e^{T}\phi$. Why may the program put $e^{-T}$ in front when it tests only some components?

A: Let $P$ project on the tested components and the reference, whose component fixes the energy $E$. If $P^2=P$ and $PT(1-P)=0$, then

$$P(H-E)e^{T}\phi=0\iff Pe^{-T}(H-E)e^{T}\phi=0.$$

The second condition, closure, says that $T$ never leads from outside the manifold into it. Truncation by excitation rank satisfies it, because $T$ only raises the rank. Without the reference in $P$, closure would generally fail, since $T$ carries $\phi$ into the manifold.

Q: What do the Lean objects stand for?

A: `H`, `T` and `P` are complex matrices over a finite basis `n`, `φ` is a vector and `E` a given number. `residual` is $(H-E)e^{T}\phi$; `Unlinked` and `Linked` are the two equations above. Hermiticity is not assumed, nor is $T$ required to be an excitation operator.

```lean
import Mathlib

open Matrix
open NormedSpace (exp)

namespace CoupledClusterProjection

noncomputable section

variable {n : Type*} [Fintype n] [DecidableEq n]

/-- The residual `(H - E) exp(T) φ` of the coupled-cluster state `exp(T) φ`. -/
def residual (H T : Matrix n n ℂ) (E : ℂ) (φ : n → ℂ) : n → ℂ :=
  (H - E • (1 : Matrix n n ℂ)) *ᵥ (exp T *ᵥ φ)

/-- The unlinked equations: the residual vanishes under the projection `P`. -/
def Unlinked (P H T : Matrix n n ℂ) (E : ℂ) (φ : n → ℂ) : Prop :=
  P *ᵥ residual H T E φ = 0

/-- The linked equations: the residual multiplied by `exp(-T)` vanishes under `P`. -/
def Linked (P H T : Matrix n n ℂ) (E : ℂ) (φ : n → ℂ) : Prop :=
  P *ᵥ (exp (-T) *ᵥ residual H T E φ) = 0
```

Q: But $e^{T}\phi$ is not normalised.

A: Dividing it by its norm rescales the residual and leaves both equations unchanged.

Q: Then derive the equivalence.

A: Closure reads $PT=PTP$. For powers, $P T^0(1-P)=P-P^2=0$, and if $PT^k(1-P)=0$, then

$$PT^{k+1}(1-P)=PT\,\bigl[PT^k(1-P)\bigr]=0.$$

Multiplying by $1/k!$ and summing gives $Pe^{T}(1-P)=0$. This is `closure_exp`, an induction followed by uniqueness of the series' sum.

If $Pr=0$, then $r=(1-P)r$, so $Pe^{T}r=0$; that is `projection_exp`. Closure holds for $-T$ too. Take $r=(H-E)e^{T}\phi$. If $Pr=0$, then $Pe^{-T}r=0$. Conversely, if $Pe^{-T}r=0$, apply the same step with $e^{T}$ to the vector $e^{-T}r$; `exp_cancel` returns $r$, so $Pr=0$.

```lean
/-- The exponential of a cluster operator is the sum of its power series. -/
theorem exp_hasSum (T : Matrix n n ℂ) :
    HasSum (fun k : ℕ => ((k.factorial : ℂ)⁻¹) • T ^ k) (exp T) := by
  let : NormedRing (Matrix n n ℂ) := Matrix.linftyOpNormedRing
  let : NormedAlgebra ℂ (Matrix n n ℂ) := Matrix.linftyOpNormedAlgebra
  exact NormedSpace.exp_series_hasSum_exp' (𝕂 := ℂ) T

/-- The operator `exp(-T)` is undone by `exp(T)`. -/
theorem exp_cancel (T : Matrix n n ℂ) (v : n → ℂ) :
    exp T *ᵥ (exp (-T) *ᵥ v) = v := by
  rw [Matrix.mulVec_mulVec,
    ← Matrix.exp_add_of_commute _ _ (Commute.neg_right (Commute.refl T)),
    add_neg_cancel, NormedSpace.exp_zero, Matrix.one_mulVec]

/-- If `T` does not lead from outside the projection manifold into it, neither does `exp(T)`. -/
theorem closure_exp {P T : Matrix n n ℂ} (hP : P * P = P) (hT : P * T * (1 - P) = 0) :
    P * exp T * (1 - P) = 0 := by
  have hPT : P * T = P * T * P := by
    rw [mul_sub, mul_one, sub_eq_zero] at hT
    exact hT
  -- closure is inherited by every power of T
  have hk : ∀ k : ℕ, P * T ^ k * (1 - P) = 0 := by
    intro k
    induction k with
    | zero => rw [pow_zero, mul_one, mul_sub, mul_one, hP, sub_self]
    | succ k ih =>
      calc P * T ^ (k + 1) * (1 - P) = (P * T) * (T ^ k * (1 - P)) := by
            rw [pow_succ']; simp only [mul_assoc]
        _ = (P * T * P) * (T ^ k * (1 - P)) := by rw [← hPT]
        _ = P * T * (P * T ^ k * (1 - P)) := by simp only [mul_assoc]
        _ = 0 := by rw [ih, mul_zero]
  have hs := ((exp_hasSum T).mul_left P).mul_right (1 - P)
  simp only [mul_smul_comm, smul_mul_assoc, hk, smul_zero] at hs
  exact hs.unique hasSum_zero

/-- Under closure, a vector annihilated by `P` is still annihilated after `exp(T)` acts on it. -/
theorem projection_exp {P T : Matrix n n ℂ} (hP : P * P = P) (hT : P * T * (1 - P) = 0)
    {r : n → ℂ} (hr : P *ᵥ r = 0) : P *ᵥ (exp T *ᵥ r) = 0 := by
  have e := closure_exp hP hT
  rw [mul_sub, mul_one, sub_eq_zero] at e
  rw [Matrix.mulVec_mulVec, e, ← Matrix.mulVec_mulVec, hr, Matrix.mulVec_zero]

/-- For a projection manifold closed in the sense `P T (1 - P) = 0`, the unlinked and the
linked coupled-cluster equations are equivalent. -/
theorem unlinked_iff_linked {P T : Matrix n n ℂ} (hP : P * P = P)
    (hT : P * T * (1 - P) = 0) (H : Matrix n n ℂ) (E : ℂ) (φ : n → ℂ) :
    Unlinked P H T E φ ↔ Linked P H T E φ := by
  unfold Unlinked Linked
  constructor
  · intro h
    exact projection_exp hP (by rw [mul_neg, neg_mul, hT, neg_zero]) h
  · intro h
    have h' := projection_exp hP hT h
    rwa [exp_cancel] at h'
```

Q: What happens in the limit where nothing is truncated?

A: Then $P=1$, closure is automatic, and both forms are the full eigenvalue equation, since $e^{-T}$ is invertible.

Q: The program uses $e^{-T}He^{T}$, though, not your `Linked`.

A: Since $e^{-T}Ee^{T}\phi=E\phi$, `Linked` is the same as $P(e^{-T}He^{T})\phi=E\,P\phi$. On singles and doubles the right side is zero. The word "linked" names this equation only; diagrams and size-extensivity do not enter.

```lean
/-- The linked equations are the projected eigenvalue equation of the similarity-transformed
Hamiltonian `exp(-T) H exp(T)` on the reference `φ`. -/
theorem linked_iff_transformed (P H T : Matrix n n ℂ) (E : ℂ) (φ : n → ℂ) :
    Linked P H T E φ ↔ P *ᵥ ((exp (-T) * H * exp T) *ᵥ φ) = E • (P *ᵥ φ) := by
  have c := exp_cancel (-T) φ
  rw [neg_neg] at c
  have key : exp (-T) *ᵥ residual H T E φ = (exp (-T) * H * exp T) *ᵥ φ - E • φ := by
    unfold residual
    rw [Matrix.sub_mulVec, Matrix.smul_mulVec, Matrix.one_mulVec, Matrix.mulVec_sub,
      Matrix.mulVec_smul, c]
    simp only [Matrix.mulVec_mulVec, mul_assoc]
  unfold Linked
  rw [key, Matrix.mulVec_sub, Matrix.mulVec_smul, sub_eq_zero]
```

Q: Is closure more than a convenient assumption?

A: For $\phi\neq0$, it is equivalent to agreement of the two forms for every matrix $H$ and every rescaling $sT$. Agreement for one particular Hamiltonian is a weaker condition.

To see the converse, put $\psi=e^{sT}\phi$, which is nonzero, and pick $i$ with $\psi_i\neq0$. For any vector $r$, the matrix $H=E+r\,e_i^{\mathsf T}/\psi_i$, where $e_i$ is the $i$-th basis vector and $\mathsf T$ means transpose, gives $(H-E)\psi=r$. Choose $r=(1-P)e_j$. The unlinked equation holds, so the linked one gives $Pe^{-sT}(1-P)e_j=0$ for every $j$ and $s$. Differentiating at $s=0$ gives $-PT(1-P)=0$. In Lean, `hz` is the identity for all $s$ and `key` its derivative.

```lean
/-- For a nonzero reference, every vector is the residual of some matrix `H`. -/
theorem exists_residual (T : Matrix n n ℂ) (E : ℂ) {φ : n → ℂ} (hφ : φ ≠ 0) (r : n → ℂ) :
    ∃ H : Matrix n n ℂ, residual H T E φ = r := by
  have hψ : exp T *ᵥ φ ≠ 0 := by
    intro h0
    have c := exp_cancel (-T) φ
    rw [neg_neg, h0, Matrix.mulVec_zero] at c
    exact hφ c.symm
  unfold residual
  generalize exp T *ᵥ φ = ψ at hψ ⊢
  obtain ⟨i, hi⟩ := Function.ne_iff.mp hψ
  have hi' : ψ i ≠ 0 := hi
  refine ⟨E • 1 + Matrix.vecMulVec r (Pi.single i (ψ i)⁻¹), ?_⟩
  rw [add_sub_cancel_left]
  ext k
  show ∑ j, Matrix.vecMulVec r (Pi.single i (ψ i)⁻¹) k j * ψ j = r k
  rw [Finset.sum_eq_single i]
  · simp only [Matrix.vecMulVec_apply, Pi.single_eq_same]
    rw [mul_assoc, inv_mul_cancel₀ hi', mul_one]
  · intro b _ hb
    simp [Matrix.vecMulVec_apply, hb]
  · intro h
    exact absurd (Finset.mem_univ i) h

/-- For an idempotent `P` and a nonzero reference `φ`, closure holds exactly when the unlinked and
linked equations agree for every matrix `H` and every rescaling `s T` of the cluster operator. -/
theorem closure_iff_equivalent {P : Matrix n n ℂ} (hP : P * P = P) (T : Matrix n n ℂ)
    (E : ℂ) {φ : n → ℂ} (hφ : φ ≠ 0) :
    P * T * (1 - P) = 0 ↔
      ∀ (s : ℂ) (H : Matrix n n ℂ), Unlinked P H (s • T) E φ ↔ Linked P H (s • T) E φ := by
  constructor
  · intro h s H
    exact unlinked_iff_linked hP (by rw [mul_smul_comm, smul_mul_assoc, h, smul_zero]) H E φ
  intro h
  -- test the equations on residuals lying outside the projection manifold
  have hz : ∀ s : ℂ, P * exp (s • (-T)) * (1 - P) = 0 := by
    intro s
    ext i j
    obtain ⟨H, hH⟩ := exists_residual (s • T) E hφ ((1 - P) *ᵥ (Pi.single j 1 : n → ℂ))
    have hu : Unlinked P H (s • T) E φ := by
      unfold Unlinked
      rw [hH, Matrix.mulVec_mulVec, mul_sub, mul_one, hP, sub_self, Matrix.zero_mulVec]
    have hl := (h s H).1 hu
    unfold Linked at hl
    rw [hH] at hl
    simp only [Matrix.mulVec_mulVec, ← mul_assoc] at hl
    rw [Matrix.mulVec_single_one] at hl
    rw [smul_neg]
    exact congrFun hl i
  -- the derivative at s = 0 isolates T itself
  have key : P * (exp ((0 : ℂ) • (-T)) * (-T)) * (1 - P) = 0 := by
    let : NormedRing (Matrix n n ℂ) := Matrix.linftyOpNormedRing
    let : NormedAlgebra ℂ (Matrix n n ℂ) := Matrix.linftyOpNormedAlgebra
    have D := ((hasDerivAt_exp_smul_const (x := -T) (t := (0 : ℂ))).const_mul P).mul_const
      (1 - P)
    have D0 : HasDerivAt (fun u : ℂ => P * exp (u • (-T)) * (1 - P)) 0 0 := by
      have hf : (fun u : ℂ => P * exp (u • (-T)) * (1 - P)) = fun _ => 0 := funext hz
      rw [hf]
      exact hasDerivAt_const _ _
    exact D.unique D0
  rw [zero_smul, NormedSpace.exp_zero, one_mul, mul_neg, neg_mul, neg_eq_zero] at key
  exact key
```

Q: Show me a failure without closure, with a Hermitian $H$.

A: Take ranks 0 to 3 with basis $e_0,\dots,e_3$, and $T=t\,S$ with $Se_k=e_{k+1}$, $Se_3=0$. `truncP` keeps ranks 0, 1 and 2 and is closed. `gapP` omits rank 2 but keeps rank 3, so $T$ leads from outside into the manifold.

Suppose the residual is $e_2$. `gapP` annihilates it, so the unlinked equation holds. But $e^{-T}e_2=e_2-t\,e_3$, whose projection $-t\,e_3$ is nonzero for $t\neq0$.

For real $t$ and $E$, `gapH` produces this residual from $\phi=e_0$. As $S^4=0$, the series stops and $\psi=(1,\,t,\,t^2/2,\,t^3/6)$. Row 0 of $(H-E)\psi$ is $-t^2/2+t^2/2=0$, row 2 is $1$, and the others vanish. With $\psi$ normalised, the residual is $e_2/N$, where $N^2=1+t^2+t^4/4+t^6/36$.

```lean
/-- The shift raising the excitation rank by one on four rank levels. -/
def raising : Matrix (Fin 4) (Fin 4) ℂ := !![0, 0, 0, 0; 1, 0, 0, 0; 0, 1, 0, 0; 0, 0, 1, 0]

/-- The projection on ranks 0, 1 and 2. -/
def truncP : Matrix (Fin 4) (Fin 4) ℂ := !![1, 0, 0, 0; 0, 1, 0, 0; 0, 0, 1, 0; 0, 0, 0, 0]

/-- The projection on ranks 0, 1 and 3, which omits rank 2. -/
def gapP : Matrix (Fin 4) (Fin 4) ℂ := !![1, 0, 0, 0; 0, 1, 0, 0; 0, 0, 0, 0; 0, 0, 0, 1]

/-- A Hamiltonian coupling ranks 0 and 2, with a shifted reference energy. -/
def gapH (t E : ℝ) : Matrix (Fin 4) (Fin 4) ℂ :=
  !![(E : ℂ) - (t : ℂ) ^ 2 / 2, 0, 1, 0; 0, (E : ℂ), 0, 0; 1, 0, (E : ℂ), 0; 0, 0, 0, (E : ℂ)]

/-- Truncation at rank 2 is idempotent and closed for every multiple of the raising shift. -/
theorem closure_witness (t : ℂ) :
    truncP * truncP = truncP ∧ truncP * (t • raising) * (1 - truncP) = 0 := by
  constructor
  · ext i j
    fin_cases i <;> fin_cases j <;> simp [truncP, Matrix.mul_apply, Fin.sum_univ_succ]
  · have h : truncP * (t • raising) = truncP * (t • raising) * truncP := by
      ext i j
      fin_cases i <;> fin_cases j <;>
        simp [truncP, raising, Matrix.mul_apply, Fin.sum_univ_succ]
    rw [mul_sub, mul_one, ← h, sub_self]

/-- The exponential of `t` times the raising shift, written out. -/
theorem exp_raising (t : ℂ) : exp (t • raising) =
    !![1, 0, 0, 0; t, 1, 0, 0; t ^ 2 / 2, t, 1, 0; t ^ 3 / 6, t ^ 2 / 2, t, 1] := by
  have h2 : (t • raising) ^ 2 = !![0, 0, 0, 0; 0, 0, 0, 0; t ^ 2, 0, 0, 0; 0, t ^ 2, 0, 0] := by
    rw [pow_two]
    ext i j
    fin_cases i <;> fin_cases j <;>
      simp [raising, Matrix.mul_apply, Fin.sum_univ_succ] <;> ring
  have h3 : (t • raising) ^ 3 = !![0, 0, 0, 0; 0, 0, 0, 0; 0, 0, 0, 0; t ^ 3, 0, 0, 0] := by
    rw [pow_succ, h2]
    ext i j
    fin_cases i <;> fin_cases j <;>
      simp [raising, Matrix.mul_apply, Fin.sum_univ_succ]
    ring
  have h4 : (t • raising) ^ 4 = 0 := by
    rw [pow_succ, h3]
    ext i j
    fin_cases i <;> fin_cases j <;> simp [raising, Matrix.mul_apply, Fin.sum_univ_succ]
  -- the series stops after the third power
  have hfin : HasSum (fun k : ℕ => ((k.factorial : ℂ)⁻¹) • (t • raising) ^ k)
      (∑ k ∈ Finset.range 4, ((k.factorial : ℂ)⁻¹) • (t • raising) ^ k) := by
    apply hasSum_sum_of_ne_finset_zero
    intro k hk
    have hk4 : 4 ≤ k := by simpa using hk
    rw [pow_eq_zero_of_le hk4 h4, smul_zero]
  rw [(exp_hasSum (t • raising)).unique hfin]
  simp only [Finset.sum_range_succ, Finset.sum_range_zero, pow_zero, pow_one, h2, h3]
  ext i j
  fin_cases i <;> fin_cases j <;> simp [raising, Nat.factorial] <;> ring

/-- For the projection `gapP` on ranks 0, 1 and 3 and the cluster operator `t • raising` with `t ≠
0`: if the residual is the rank-2 basis vector, the unlinked equations hold and the linked ones
fail. -/
theorem gap_counterexample {t : ℂ} (ht : t ≠ 0) {H : Matrix (Fin 4) (Fin 4) ℂ} {E : ℂ}
    {φ : Fin 4 → ℂ} (hR : residual H (t • raising) E φ = ![0, 0, 1, 0]) :
    Unlinked gapP H (t • raising) E φ ∧ ¬ Linked gapP H (t • raising) E φ := by
  constructor
  · unfold Unlinked
    rw [hR]
    ext i
    fin_cases i <;> simp [gapP, Matrix.mulVec, dotProduct, Fin.sum_univ_succ]
  · intro h
    unfold Linked at h
    rw [hR, ← neg_smul, exp_raising] at h
    apply ht
    simpa [gapP, Matrix.mulVec, dotProduct, Fin.sum_univ_succ] using congrFun h 3

/-- The Hamiltonian `gapH t E` is Hermitian, and with the rank-0 reference its residual is the
rank-2 basis vector. -/
theorem gap_counterexample_witness (t E : ℝ) : (gapH t E).IsHermitian ∧
    residual (gapH t E) ((t : ℂ) • raising) (E : ℂ) ![1, 0, 0, 0] = ![0, 0, 1, 0] := by
  constructor
  · ext i j
    fin_cases i <;> fin_cases j <;> simp [gapH, Matrix.conjTranspose_apply]
  · have hψ : exp ((t : ℂ) • raising) *ᵥ ![1, 0, 0, 0] =
        ![1, (t : ℂ), (t : ℂ) ^ 2 / 2, (t : ℂ) ^ 3 / 6] := by
      rw [exp_raising]
      ext i
      fin_cases i <;> simp [Matrix.mulVec, dotProduct, Fin.sum_univ_succ]
    unfold residual
    rw [hψ, Matrix.sub_mulVec, Matrix.smul_mulVec, Matrix.one_mulVec]
    ext i
    fin_cases i <;> simp [gapH] <;> ring

end

end CoupledClusterProjection
```

Q: So what may I conclude about my program?

A: In a finite basis, with a rank-truncated manifold that includes the reference, the two forms have the same solutions. Whether a solution exists, whether the iteration finds it and how accurate its energy is are separate questions.

```lean
#print axioms CoupledClusterProjection.unlinked_iff_linked
-- 'CoupledClusterProjection.unlinked_iff_linked' depends on axioms: [propext, Classical.choice, Quot.sound]
#print axioms CoupledClusterProjection.linked_iff_transformed
-- 'CoupledClusterProjection.linked_iff_transformed' depends on axioms: [propext, Classical.choice, Quot.sound]
#print axioms CoupledClusterProjection.closure_iff_equivalent
-- 'CoupledClusterProjection.closure_iff_equivalent' depends on axioms: [propext, Classical.choice, Quot.sound]
#print axioms CoupledClusterProjection.gap_counterexample
-- 'CoupledClusterProjection.gap_counterexample' depends on axioms: [propext, Classical.choice, Quot.sound]
```
